# Wrong-structure residuals of Wilson amplitudes: $2-\sqrt2$ (acentric) and $2\sqrt2-2$ (centric)

Let $A,B\ge 0$ be independent structure-factor amplitudes with common density $p$ on $x\ge0$. Write

$$P(x)=\int_0^x p(y)\,dy,\qquad Q(x)=\int_0^x y\,p(y)\,dy,\qquad m=\int_0^\infty y\,p(y)\,dy .$$

The wrong-structure residual is $R=E|A-B|/E A$, with $E$ the expectation. It models the crystallographic R-factor $\sum|A-B|/\sum A$ between the amplitudes of two unrelated structures, with expectations in place of the sums over a finite set of reflections.

Wilson's densities, normalised to $E A^2=1$, are

$$p_a(x)=2x\,e^{-x^2},\qquad p_c(x)=\sqrt{2/\pi}\;e^{-x^2/2}.$$

They describe the limit of many randomly placed atoms, none of them dominant, in which the structure factor is a circular complex Gaussian variable of mean zero in the acentric case and a real Gaussian variable of mean zero in the centric case. Both densities are assumed here, not derived from atomic positions.

## Two values from one mean distance

The claim is $R=2-\sqrt2\approx0.586$ for $p_a$ and $R=2\sqrt2-2\approx0.828$ for $p_c$. Under this model of independent, identically distributed amplitudes, an R-factor of 0.55 is therefore close to the level of an unrelated structure for acentric data, but well below it for centric data.

Fix $x\ge0$ and split the mean distance $D(x)=E|x-B|$ at $y=x$:

$$D(x)=\bigl[xP(x)-Q(x)\bigr]+\bigl[m-Q(x)-x(1-P(x))\bigr]=x(2P(x)-1)-2Q(x)+m .$$

By independence, $E|A-B|=\int_0^\infty p(x)D(x)\,dx$. Equal densities alone would not fix this number: $B=A$ gives $R=0$.

The integrals below use $\int_0^\infty e^{-kx^2}dx=\tfrac12\sqrt{\pi/k}$ for $k>0$.

**Acentric.** Let $H(x)=\int_0^x e^{-t^2}dt$. Then $P=1-e^{-x^2}$, $Q=H-xe^{-x^2}$ and $m=\sqrt\pi/2$, so $D=x-2H+\sqrt\pi/2$. Integration by parts gives

$$\int_0^\infty 2x^2e^{-x^2}dx=\frac{\sqrt\pi}2,\qquad \int_0^\infty 4xe^{-x^2}H\,dx=2\int_0^\infty e^{-2x^2}dx=\sqrt{\pi/2}.$$

The constant term of $D$ contributes $\sqrt\pi/2$. Hence $E|A-B|=\sqrt\pi-\sqrt{\pi/2}$, and division by $m$ gives $2-\sqrt2$.

**Centric.** Let $c=\sqrt{2/\pi}$. Since $p'=-xp$, we have $Q=c-p$ and $m=c$, so $D=x(2P-1)+2p-c$. By parts,

$$\int_0^\infty xp\,(2P-1)\,dx=\bigl[-p(2P-1)\bigr]_0^\infty+2\int_0^\infty p^2dx=-c+2\int_0^\infty p^2dx .$$

With $\int_0^\infty p^2dx=c^2\sqrt\pi/2$ this yields $E|A-B|=2c^2\sqrt\pi-2c$. Dividing by $c$ and using $c\sqrt\pi=\sqrt2$ gives $2\sqrt2-2$.

A common factor multiplying $A$ and $B$ cancels from $R$ by linearity, although the two values are proved below only for the densities with $E A^2=1$.

## Densities and residual in Lean

```lean
import Mathlib

open MeasureTheory Set Filter
open scoped Topology Real

namespace WrongStructureResidual

noncomputable section

/-- The Gaussian with exponent `k`. -/
def gauss (k x : ℝ) : ℝ := Real.exp (-k * x ^ 2)

/-- Wilson's density of normalized acentric amplitudes, on `x ≥ 0`. -/
def acentric (x : ℝ) : ℝ := 2 * x * gauss 1 x

/-- Wilson's density of normalized centric amplitudes, on `x ≥ 0`. -/
def centric (x : ℝ) : ℝ := √(2 / π) * gauss (1 / 2) x
```

The functions are defined on all reals, but the residual integrates only over `Ioi 0`, the positive half-line. Independence enters through the product `p x * p y`; there are no random variables in the code.

```lean
/-- The residual `E |A - B| / E A` of independent amplitudes `A, B ≥ 0` with common density `p`
of nonzero mean. -/
def wrongResidual (p : ℝ → ℝ) : ℝ :=
  (∫ x in Ioi (0 : ℝ), ∫ y in Ioi (0 : ℝ), |x - y| * (p x * p y)) / ∫ x in Ioi (0 : ℝ), x * p x
```

The next structure collects what the derivation uses about $p$, $P$, $Q$ and $m$. The derivative conditions are required at every real `y`, which the explicit formulas satisfy.

```lean
/-- On `x ≥ 0`, `p` is an amplitude density of total probability one with cumulative distribution
`P` (the derivative conditions are imposed on all reals), partial first moment `Q` and mean `m`. -/
structure AmplitudeLaw (p P Q : ℝ → ℝ) (m : ℝ) : Prop where
  nonneg : ∀ y, 0 < y → 0 ≤ p y
  dP : ∀ y, HasDerivAt P (p y) y
  dQ : ∀ y, HasDerivAt Q (y * p y) y
  P0 : P 0 = 0
  Q0 : Q 0 = 0
  P1 : Tendsto P atTop (𝓝 1)
  Qm : Tendsto Q atTop (𝓝 m)
```

## The mean distance and its integral

In `mean_distance`, integrability follows from non-negative derivatives whose antiderivatives have finite limits. The steps `near` and `far` are the two brackets of $D(x)$.

```lean
/-- The mean distance of a random amplitude from a fixed amplitude `x ≥ 0`. -/
theorem mean_distance {p P Q : ℝ → ℝ} {m x : ℝ} (L : AmplitudeLaw p P Q m) (hx : 0 ≤ x) :
    ∫ y in Ioi (0 : ℝ), |x - y| * p y = x * (2 * P x - 1) - 2 * Q x + m := by
  have iP : IntegrableOn p (Ioi 0) :=
    integrableOn_Ioi_deriv_of_nonneg' (fun y _ => L.dP y) L.nonneg L.P1
  have iQ : IntegrableOn (fun y => y * p y) (Ioi 0) :=
    integrableOn_Ioi_deriv_of_nonneg' (fun y _ => L.dQ y)
      (fun y hy => mul_nonneg (le_of_lt (mem_Ioi.1 hy)) (L.nonneg y hy)) L.Qm
  have iD : IntegrableOn (fun y => x * p y - y * p y) (Ioi 0) :=
    Integrable.sub (Integrable.const_mul iP x) iQ
  have hD : ∀ y, HasDerivAt (fun y => x * P y - Q y) (x * p y - y * p y) y :=
    fun y => ((L.dP y).const_mul x).fun_sub (L.dQ y)
  have iA : IntegrableOn (fun y => |x - y| * p y) (Ioi 0) := by
    refine IntegrableOn.congr_fun (Integrable.abs iD) (fun y hy => ?_) measurableSet_Ioi
    change |x * p y - y * p y| = |x - y| * p y
    rw [← sub_mul, abs_mul, abs_of_nonneg (L.nonneg y hy)]
  -- amplitudes below x
  have near : ∫ y in Ioc 0 x, |x - y| * p y = x * P x - Q x := by
    have h := intervalIntegral.integral_eq_sub_of_hasDerivAt (fun y _ => hD y)
      ((intervalIntegrable_iff_integrableOn_Ioc_of_le hx).2 (iD.mono_set Ioc_subset_Ioi_self))
    rw [intervalIntegral.integral_of_le hx] at h
    simp only [L.P0, L.Q0] at h
    calc _ = ∫ y in Ioc 0 x, (x * p y - y * p y) :=
          setIntegral_congr_fun measurableSet_Ioc (fun y hy => by
            simp only [abs_of_nonneg (sub_nonneg.2 hy.2)]
            ring)
      _ = _ := by rw [h]; ring
  -- amplitudes above x
  have far : ∫ y in Ioi x, |x - y| * p y = m - x - (Q x - x * P x) := by
    have h := integral_Ioi_of_hasDerivAt_of_tendsto' (a := x) (fun y _ => hD y)
      (iD.mono_set (Ioi_subset_Ioi hx)) ((L.P1.const_mul x).sub L.Qm)
    calc _ = ∫ y in Ioi x, -(x * p y - y * p y) :=
          setIntegral_congr_fun measurableSet_Ioi (fun y hy => by
            simp only [abs_of_nonpos (sub_nonpos.2 (le_of_lt (mem_Ioi.1 hy)))]
            ring)
      _ = _ := by rw [integral_neg, h]; ring
  have hd : Disjoint (Ioc 0 x) (Ioi x) :=
    Set.disjoint_left.2 fun y h1 h2 => not_lt_of_ge h1.2 (mem_Ioi.1 h2)
  rw [← Ioc_union_Ioi_eq_Ioi hx, setIntegral_union hd measurableSet_Ioi
    (iA.mono_set Ioc_subset_Ioi_self) (iA.mono_set (Ioi_subset_Ioi hx)), near, far]
  ring
```

The condition `P1`, total probability one, is needed here. With $p=P=Q=0$ and $m=0$ every other field holds, yet at $x=1$ the left side is $0$ and the right side $-1$.

The second integration is done by an antiderivative $W$ of $pD$. Since $pD\ge0$ on the half-line and $W(0)=0$, the limit of $W$ at infinity is the integral. In `residual_eq` this limit, which is $E|A-B|$, is called `c`; it is not the constant $c=\sqrt{2/\pi}$ of the centric case.

```lean
/-- If the density times the mean distance has an antiderivative `W` that vanishes at `0` and
tends to `c`, then the residual is `c / m`. -/
theorem residual_eq {p P Q W : ℝ → ℝ} {m c : ℝ} (L : AmplitudeLaw p P Q m)
    (hW : ∀ x, HasDerivAt W (p x * (x * (2 * P x - 1) - 2 * Q x + m)) x)
    (hW0 : W 0 = 0) (hWc : Tendsto W atTop (𝓝 c)) : wrongResidual p = c / m := by
  have inner : ∀ x ∈ Ioi (0 : ℝ), ∫ y in Ioi (0 : ℝ), |x - y| * (p x * p y)
      = p x * (x * (2 * P x - 1) - 2 * Q x + m) := by
    intro x hx
    rw [← mean_distance L (le_of_lt (mem_Ioi.1 hx)), ← integral_const_mul]
    congr 1
    funext y
    ring
  have hm := integral_Ioi_of_hasDerivAt_of_nonneg' (a := 0) (fun y _ => L.dQ y)
    (fun y hy => mul_nonneg (le_of_lt (mem_Ioi.1 hy)) (L.nonneg y hy)) L.Qm
  have hd := integral_Ioi_of_hasDerivAt_of_nonneg' (a := 0) (fun x _ => hW x)
    (fun x hx => by
      rw [← inner x hx]
      exact setIntegral_nonneg measurableSet_Ioi fun y hy =>
        mul_nonneg (abs_nonneg _) (mul_nonneg (L.nonneg x hx) (L.nonneg y hy))) hWc
  rw [wrongResidual, setIntegral_congr_fun measurableSet_Ioi inner, hd, hm, hW0, L.Q0,
    sub_zero, sub_zero]
```

## Gaussian integrals

Here `gaussInt 1` is $H$. The four items below supply the derivatives and limits used in both cases.

```lean
/-- The integral of the Gaussian from `0` to `x`. -/
def gaussInt (k x : ℝ) : ℝ := ∫ t in (0 : ℝ)..x, gauss k t

/-- The derivative of the Gaussian. -/
theorem hasDerivAt_gauss (k x : ℝ) : HasDerivAt (gauss k) (-2 * k * x * gauss k x) x := by
  have h : HasDerivAt (fun x : ℝ => x ^ 2) (2 * x) x := by simpa using hasDerivAt_pow 2 x
  exact (h.const_mul (-k)).exp.congr_deriv (by simp only [gauss]; ring)

/-- The Gaussian integral has the Gaussian as its derivative. -/
theorem hasDerivAt_gaussInt (k x : ℝ) : HasDerivAt (gaussInt k) (gauss k x) x := by
  have hc : Continuous (gauss k) :=
    continuous_iff_continuousAt.2 fun x => (hasDerivAt_gauss k x).continuousAt
  exact (hc.integral_hasStrictDerivAt 0 x).hasDerivAt

/-- For `k > 0` the Gaussian tends to `0` and its integral to half of `√(π / k)`. -/
theorem gauss_limits {k : ℝ} (hk : 0 < k) :
    Tendsto (gauss k) atTop (𝓝 0) ∧ Tendsto (gaussInt k) atTop (𝓝 (√(π / k) / 2)) := by
  refine ⟨Real.tendsto_exp_atBot.comp
    ((tendsto_pow_atTop two_ne_zero).const_mul_atTop_of_neg (neg_lt_zero.2 hk)), ?_⟩
  rw [← integral_gaussian_Ioi k]
  exact intervalIntegral_tendsto_integral_Ioi 0
    (integrable_exp_neg_mul_sq hk).integrableOn tendsto_id
```

## The acentric and centric values

For the acentric density, `L` verifies the formulas for $P$, $Q$ and $m$. The function `W` gathers the integrations by parts, and its derivative is checked by `ring`. The boundary term $xe^{-x^2}$ vanishes because it is at most $x^2e^{-x^2}$ for $x\ge1$. The final `linear_combination` uses $\sqrt{\pi/2}\,\sqrt2=\sqrt\pi$.

```lean
/-- The wrong-structure residual of acentric amplitudes is `2 - √2`. -/
theorem residual_acentric : wrongResidual acentric = 2 - √2 := by
  have he := hasDerivAt_gauss 1
  have hH := hasDerivAt_gaussInt 1
  have hJ : ∀ x, HasDerivAt (gaussInt 2) (gauss 1 x * gauss 1 x) x := fun x =>
    (hasDerivAt_gaussInt 2 x).congr_deriv (by simp only [gauss, ← Real.exp_add]; ring_nf)
  have hxe := fun x : ℝ => (hasDerivAt_id' x).fun_mul (he x)
  obtain ⟨le, lH⟩ := gauss_limits one_pos
  rw [div_one] at lH
  have lJ := (gauss_limits two_pos).2
  have lxe : Tendsto (fun x : ℝ => x * gauss 1 x) atTop (𝓝 0) := by
    refine squeeze_zero' ((eventually_ge_atTop (0 : ℝ)).mono fun x hx =>
      mul_nonneg hx (Real.exp_pos _).le) ((eventually_ge_atTop (1 : ℝ)).mono fun x hx => ?_)
      ((Real.tendsto_pow_mul_exp_neg_atTop_nhds_zero 1).comp (tendsto_pow_atTop two_ne_zero))
    change x * gauss 1 x ≤ (x ^ 2) ^ 1 * Real.exp (-x ^ 2)
    have h : x ≤ (x ^ 2) ^ 1 := by nlinarith
    rw [show gauss 1 x = Real.exp (-x ^ 2) by simp [gauss]]
    exact mul_le_mul_of_nonneg_right h (Real.exp_pos _).le
  have L : AmplitudeLaw acentric (fun x => 1 - gauss 1 x)
      (fun x => gaussInt 1 x - x * gauss 1 x) (√π / 2) := by
    refine ⟨fun y hy => ?_, fun y => ?_, fun y => ?_, by simp [gauss], by simp [gaussInt], ?_, ?_⟩
    · change 0 ≤ 2 * y * gauss 1 y
      exact mul_nonneg (by positivity) (Real.exp_pos _).le
    · exact ((he y).const_sub 1).congr_deriv (by simp only [acentric]; ring)
    · exact ((hH y).fun_sub (hxe y)).congr_deriv (by simp only [acentric]; ring)
    · have h := le.const_sub 1
      rw [sub_zero] at h
      exact h
    · have h := lH.sub lxe
      rw [sub_zero] at h
      exact h
  have key : wrongResidual acentric = (√π - √(π / 2)) / (√π / 2) := by
    refine residual_eq L (W := fun x => -(x * gauss 1 x) + 2 * (gaussInt 1 x * gauss 1 x)
      - √π / 2 * gauss 1 x + gaussInt 1 x - 2 * gaussInt 2 x + √π / 2)
      (fun x => ?_) (by simp [gaussInt, gauss]) ?_
    · exact ((((((hxe x).fun_neg.fun_add (((hH x).fun_mul (he x)).const_mul 2)).fun_sub
        ((he x).const_mul (√π / 2))).fun_add (hH x)).fun_sub
        ((hJ x).const_mul 2)).add_const _).congr_deriv (by simp only [acentric]; ring)
    · rw [show √π - √(π / 2) = -0 + 2 * (√π / 2 * 0) - √π / 2 * 0 + √π / 2
        - 2 * (√(π / 2) / 2) + √π / 2 by ring]
      exact ((((lxe.neg.add ((lH.mul le).const_mul 2)).sub (le.const_mul (√π / 2))).add lH).sub
        (lJ.const_mul 2)).add_const _
  have h1 : √(π / 2) * √2 = √π := by
    rw [← Real.sqrt_mul (by positivity), div_mul_cancel₀ _ two_ne_zero]
  have h2 : √2 * √2 = (2 : ℝ) := Real.mul_self_sqrt (by norm_num)
  have h3 : √π / 2 ≠ 0 := by positivity
  rw [key, div_eq_iff h3]
  linear_combination (-√2 / 2) * h1 + (√(π / 2) / 2) * h2
```

The centric proof has the same shape. `hJ` identifies the integral of the squared Gaussian, and `h1` is $c\sqrt\pi=\sqrt2$.

```lean
/-- The wrong-structure residual of centric amplitudes is `2√2 - 2`. -/
theorem residual_centric : wrongResidual centric = 2 * √2 - 2 := by
  obtain ⟨c, hc⟩ : ∃ c, c = √(2 / π) := ⟨_, rfl⟩
  have hp : ∀ x, centric x = c * gauss (1 / 2) x := fun x => by rw [hc, centric]
  have c0 : 0 < c := by rw [hc]; positivity
  have h1 : c * √π = √2 := by
    rw [hc, ← Real.sqrt_mul (by positivity), div_mul_cancel₀ _ Real.pi_ne_zero]
  have h2 : √2 * √2 = (2 : ℝ) := Real.mul_self_sqrt (by norm_num)
  have he := hasDerivAt_gauss (1 / 2)
  have hK := fun x => (hasDerivAt_gaussInt (1 / 2) x).const_mul c
  have hJ : ∀ x, HasDerivAt (gaussInt 1) (gauss (1 / 2) x * gauss (1 / 2) x) x := fun x =>
    (hasDerivAt_gaussInt 1 x).congr_deriv (by simp only [gauss, ← Real.exp_add]; ring_nf)
  obtain ⟨le, lG⟩ := gauss_limits (show (0 : ℝ) < 1 / 2 by norm_num)
  have lJ := (gauss_limits one_pos).2
  rw [div_one] at lJ
  have lK : Tendsto (fun x => c * gaussInt (1 / 2) x) atTop (𝓝 1) := by
    have h : c * (√(π / (1 / 2)) / 2) = 1 := by
      rw [show π / (1 / 2) = 2 * π by ring, Real.sqrt_mul (by norm_num : (0 : ℝ) ≤ 2)]
      linear_combination (√2 / 2) * h1 + (1 / 2) * h2
    have l := lG.const_mul c
    rw [h] at l
    exact l
  have L : AmplitudeLaw centric (fun x => c * gaussInt (1 / 2) x)
      (fun x => c - c * gauss (1 / 2) x) c := by
    refine ⟨fun y _ => ?_, fun y => (hK y).congr_deriv (hp y).symm, fun y => ?_,
      by simp [gaussInt], by simp [gauss], lK, ?_⟩
    · rw [hp]
      exact mul_nonneg c0.le (Real.exp_pos _).le
    · exact (((he y).const_mul c).const_sub c).congr_deriv (by simp only [hp]; ring)
    · have h := (le.const_mul c).const_sub c
      rw [mul_zero, sub_zero] at h
      exact h
  have key : wrongResidual centric = (2 * c ^ 2 * √π - 2 * c) / c := by
    refine residual_eq L (W := fun x => -(c * gauss (1 / 2) x * (2 * (c * gaussInt (1 / 2) x) - 1))
      + 4 * c ^ 2 * gaussInt 1 x - c * (c * gaussInt (1 / 2) x) - c)
      (fun x => ?_) (by simp [gaussInt, gauss]) ?_
    · exact ((((((he x).const_mul c).fun_mul (((hK x).const_mul 2).sub_const 1)).fun_neg.fun_add
        ((hJ x).const_mul (4 * c ^ 2))).fun_sub ((hK x).const_mul c)).sub_const c).congr_deriv
        (by simp only [hp]; ring)
    · rw [show 2 * c ^ 2 * √π - 2 * c = -(c * 0 * (2 * 1 - 1)) + 4 * c ^ 2 * (√π / 2)
        - c * 1 - c by ring]
      exact ((((le.const_mul c).mul ((lK.const_mul 2).sub_const 1)).neg.add
        (lJ.const_mul (4 * c ^ 2))).sub (lK.const_mul c)).sub_const c
  rw [key, div_eq_iff c0.ne']
  linear_combination 2 * c * h1
```

The ordering of the two values amounts to $4<3\sqrt2$.

```lean
/-- The wrong-structure residual is strictly smaller for acentric than for centric amplitudes. -/
theorem acentric_lt_centric : wrongResidual acentric < wrongResidual centric := by
  rw [residual_acentric, residual_centric]
  have h : (4 / 3 : ℝ) < √2 := Real.lt_sqrt_of_sq_lt (by norm_num)
  linarith

end

end WrongStructureResidual
```

```lean
#print axioms WrongStructureResidual.acentric_lt_centric
```

```
'WrongStructureResidual.acentric_lt_centric' depends on axioms: [propext, Classical.choice, Quot.sound]
```
